# The ring-polymer determinant of a harmonic mode: closed form and inverse-square convergence in the number of beads

Discretising the imaginary-time path integral of a harmonic oscillator on $N$ beads gives an $N$-dimensional Gaussian integral, whose value is the inverse square root of a product of $N$ normal-mode factors. Here the product is the starting object. The mode is a harmonic oscillator of frequency $\omega > 0$ and mass $m$ at inverse temperature $\beta$, with $\hbar = 1$, discretised by the primitive splitting on $N \ge 1$ equally spaced beads. Besides $N$, only the dimensionless number $u = \beta\omega$, the vibrational quantum in units of the thermal energy, survives in the result.

```lean
import Mathlib

open Real Filter Topology

namespace RingPolymerRate

noncomputable section
```

## The normal-mode product

With bead positions $q_0,\dots,q_{N-1}$, $q_N = q_0$ and $\beta_N = \beta/N$, the discretised partition function is

$$Z_N = \Big(\frac{m}{2\pi\beta_N}\Big)^{N/2}\int d^Nq\,\exp\Big[-\beta_N\sum_{j=0}^{N-1}\Big(\frac{m\,(q_{j+1}-q_j)^2}{2\beta_N^2} + \frac{m\omega^2q_j^2}{2}\Big)\Big].$$

The quadratic form $\sum_j (q_{j+1}-q_j)^2$ is diagonal in the discrete Fourier modes $k = 0,\dots,N-1$, with eigenvalues $4\sin^2(\pi k/N)$. Mode $k$ therefore has squared frequency $\Omega_k^2 = 4\sin^2(\pi k/N)/\beta_N^2 + \omega^2$, and its Gaussian integral $\sqrt{2\pi/(\beta_N m\Omega_k^2)}$ combines with one factor $\sqrt{m/(2\pi\beta_N)}$ of the prefactor to give $1/(\beta_N\Omega_k)$. The product of the $\beta_N^2\Omega_k^2$ is the fluctuation determinant

$$D_N = \prod_{k=0}^{N-1}\Big(4\sin^2\frac{\pi k}{N} + \frac{u^2}{N^2}\Big).$$

```lean
/-- Product of the `N` ring-polymer normal-mode factors `4 sin²(πk/N) + (u/N)²` of a harmonic
mode with `u = βω`. -/
def fluctDet (u : ℝ) (N : ℕ) : ℝ :=
  ∏ k ∈ Finset.range N, (4 * sin (π * k / N) ^ 2 + (u / N) ^ 2)
```

`Finset.range N` is the set $\{0,\dots,N-1\}$, so the centroid mode $k=0$, with factor $u^2/N^2$, is included. The exact oscillator has the partition function $1/(2\sinh(u/2))$. The quantity that takes the place of $u/2$ at finite $N$ is the phase $\varphi_N = N\operatorname{arsinh}(u/2N)$.

```lean
/-- The `N`-bead phase `N arsinh(u/2N)`. -/
def phase (u : ℝ) (N : ℕ) : ℝ := N * arsinh (u / (2 * N))
```

The Gaussian integral above gives $Z_N = D_N^{-1/2}$. This formula is adopted as the definition of `beadZ`: neither the diagonalisation nor the integral is derived in Lean, and the exact value $1/(2\sinh(u/2))$ likewise enters as an explicit expression and not as a trace over oscillator states.

```lean
/-- The `N`-bead partition function of the mode: inverse square root of the product. -/
def beadZ (u : ℝ) (N : ℕ) : ℝ := (√(fluctDet u N))⁻¹
```

## Two-sided Taylor bounds for arsinh

The distance of $\varphi_N$ from $u/2$ is set by how far $\operatorname{arsinh}x$ falls below $x$. For $x \ge 0$,

$$x - \frac{x^3}{6} \;\le\; \operatorname{arsinh}x \;\le\; x - \frac{x^3}{6} + \frac{3x^5}{40}.$$

All three expressions vanish at $0$, so it is enough to compare derivatives at each point $y$:

$$1 - \frac{y^2}{2} \;\le\; \frac1s \;\le\; 1 - \frac{y^2}{2} + \frac{3y^4}{8},\qquad s = \sqrt{1+y^2}\ge 1.$$

Substituting $y^2 = s^2-1$ and multiplying by $s$ turns both into polynomial inequalities,

$$1 - s\Big(1-\frac{y^2}{2}\Big) = \frac{(s-1)^2(s+2)}{2}\ge 0,$$

$$s\Big(1-\frac{y^2}{2}+\frac{3y^4}{8}\Big) - 1 = \frac{(s-1)^3(3s^2+9s+8)}{8}\ge 0 .$$

```lean
/-- For `x ≥ 0`, `arsinh x` lies between its cubic and quintic Taylor polynomials. -/
theorem arsinh_bounds {x : ℝ} (hx : 0 ≤ x) :
    x - x ^ 3 / 6 ≤ arsinh x ∧ arsinh x ≤ x - x ^ 3 / 6 + 3 * x ^ 5 / 40 := by
  -- the same bounds for the derivative, written with s = √(1+y²) ≥ 1
  have key : ∀ y : ℝ, 1 - y ^ 2 / 2 ≤ (√(1 + y ^ 2))⁻¹ ∧
      (√(1 + y ^ 2))⁻¹ ≤ 1 - y ^ 2 / 2 + 3 * (y ^ 2) ^ 2 / 8 := by
    intro y
    have h1 : 1 ≤ √(1 + y ^ 2) := by
      have := Real.sqrt_le_sqrt (show (1 : ℝ) ≤ 1 + y ^ 2 by nlinarith [sq_nonneg y])
      rwa [Real.sqrt_one] at this
    have h2 : y ^ 2 = √(1 + y ^ 2) ^ 2 - 1 := by
      rw [Real.sq_sqrt (by positivity)]; ring
    generalize √(1 + y ^ 2) = s at h1 h2 ⊢
    have hs : 0 < s := by linarith
    rw [h2, inv_eq_one_div]
    constructor
    · rw [le_div_iff₀ hs]
      nlinarith [mul_nonneg (sq_nonneg (s - 1)) (show 0 ≤ s + 2 by linarith)]
    · rw [div_le_iff₀ hs]
      nlinarith [mul_nonneg (pow_nonneg (sub_nonneg.2 h1) 3)
        (show 0 ≤ 3 * s ^ 2 + 9 * s + 8 by positivity)]
  have mono : ∀ f f' : ℝ → ℝ, (∀ y, HasDerivAt f (f' y) y) → (∀ y, 0 ≤ f' y) → f 0 ≤ f x :=
    fun f f' h h' => monotone_of_deriv_nonneg (f := f) (fun y => (h y).differentiableAt)
      (fun y => by rw [(h y).deriv]; exact h' y) hx
  have p3 : ∀ y : ℝ, HasDerivAt (fun y : ℝ => y ^ 3) (3 * y ^ 2) y :=
    fun y => by simpa using hasDerivAt_pow 3 y
  have p5 : ∀ y : ℝ, HasDerivAt (fun y : ℝ => y ^ 5) (5 * y ^ 4) y :=
    fun y => by simpa using hasDerivAt_pow 5 y
  have d1 : ∀ y : ℝ, HasDerivAt (fun y => arsinh y - (y - y ^ 3 / 6))
      ((√(1 + y ^ 2))⁻¹ - (1 - y ^ 2 / 2)) y := fun y =>
    ((Real.hasDerivAt_arsinh y).fun_sub
      ((hasDerivAt_id' y).fun_sub ((p3 y).div_const 6))).congr_deriv (by ring)
  have d2 : ∀ y : ℝ, HasDerivAt (fun y => y - y ^ 3 / 6 + 3 * y ^ 5 / 40 - arsinh y)
      (1 - y ^ 2 / 2 + 3 * (y ^ 2) ^ 2 / 8 - (√(1 + y ^ 2))⁻¹) y := fun y =>
    ((((hasDerivAt_id' y).fun_sub ((p3 y).div_const 6)).fun_add
      (((p5 y).const_mul 3).div_const 40)).fun_sub
      (Real.hasDerivAt_arsinh y)).congr_deriv (by ring)
  have a1 := mono _ _ d1 (fun y => sub_nonneg.2 (key y).1)
  have a2 := mono _ _ d2 (fun y => sub_nonneg.2 (key y).2)
  simp only [Real.arsinh_zero] at a1 a2
  constructor <;> linarith
```

In the proof, `key` is the derivative comparison; `generalize` replaces the square root by a variable $s \ge 1$, and the two factorised forms are the hints passed to `nlinarith`. The step `mono` says that a function with non-negative derivative everywhere has $f(0)\le f(x)$. It is applied to the two differences whose derivatives are computed in `d1` and `d2`.

## A product over the roots of unity

Let $a$, $b$ be real and $\zeta = e^{2\pi i/N}$. The polynomial $X^N - b^N$ has the roots $\zeta^k b$, so that $a^N - b^N = \prod_{k=0}^{N-1}(a - \zeta^k b)$. For a real angle $\alpha$,

$$|a - e^{i\alpha}b|^2 = (a - b\cos\alpha)^2 + b^2\sin^2\alpha = a^2+b^2-2ab\cos\alpha .$$

Taking squared moduli on both sides of the factorisation, with $\alpha = 2\pi k/N$, gives

$$\prod_{k=0}^{N-1}\Big(a^2+b^2-2ab\cos\frac{2\pi k}{N}\Big) = (a^N-b^N)^2 .$$

```lean
/-- For `N ≥ 1`, the product over `k < N` of `a² + b² - 2ab cos(2πk/N)` equals `(a^N - b^N)²`. -/
theorem prod_roots (a b : ℝ) {N : ℕ} (hN : 1 ≤ N) :
    ∏ k ∈ Finset.range N, (a ^ 2 + b ^ 2 - 2 * a * b * cos (2 * π * k / N))
      = (a ^ N - b ^ N) ^ 2 := by
  -- factor a^N - b^N over the N-th roots of unity and take squared moduli
  have h := congrArg (Polynomial.eval (a : ℂ))
    (X_pow_sub_C_eq_prod (Complex.isPrimitiveRoot_exp N (by omega)) (α := (b : ℂ)) hN rfl)
  simp only [Polynomial.eval_sub, Polynomial.eval_pow, Polynomial.eval_X, Polynomial.eval_C,
    Polynomial.eval_prod] at h
  have h2 := congrArg Complex.normSq h
  rw [map_prod, ← Complex.ofReal_pow, ← Complex.ofReal_pow, ← Complex.ofReal_sub,
    Complex.normSq_ofReal] at h2
  have hf : ∀ φ : ℝ, Complex.normSq ((a : ℂ) - Complex.exp (φ * Complex.I) * b)
      = a ^ 2 + b ^ 2 - 2 * a * b * cos φ := by
    intro φ
    simp only [Complex.normSq_apply, Complex.sub_re, Complex.sub_im, Complex.mul_re,
      Complex.mul_im, Complex.ofReal_re, Complex.ofReal_im, Complex.exp_ofReal_mul_I_re,
      Complex.exp_ofReal_mul_I_im]
    linear_combination b ^ 2 * sin_sq_add_cos_sq φ
  rw [pow_two (a ^ N - b ^ N), h2]
  refine Finset.prod_congr rfl fun k _ => ?_
  rw [← hf, ← Complex.exp_nat_mul]
  have e : ((2 * π * k / N : ℝ) : ℂ) * Complex.I = k * (2 * π * Complex.I / N) := by
    push_cast; ring
  rw [e]
```

The factorisation is Mathlib's `X_pow_sub_C_eq_prod` for the primitive root supplied by `Complex.isPrimitiveRoot_exp`, evaluated at $a$. `Complex.normSq` is the squared modulus, and `map_prod` carries it through the product. The single-factor identity is `hf`, and the last lines match $\zeta^k$ with $e^{2\pi i k/N}$.

## The determinant in closed form

Set $\theta = \operatorname{arsinh}(u/2N)$, $a = e^{\theta}$, $b = e^{-\theta}$. Then $ab = 1$ and $a - b = 2\sinh\theta = u/N$. With $\cos 2\alpha = 1 - 2\sin^2\alpha$ at $\alpha = \pi k/N$, each factor becomes

$$a^2+b^2-2ab\cos\frac{2\pi k}{N} = (a-b)^2 + 4ab\sin^2\frac{\pi k}{N} = \frac{u^2}{N^2} + 4\sin^2\frac{\pi k}{N},$$

while $a^N - b^N = 2\sinh N\theta$ and $N\theta = \varphi_N$. Hence $D_N = 4\sinh^2\varphi_N$.

```lean
/-- For `N ≥ 1` the normal-mode product equals `4 sinh²` of the `N`-bead phase. -/
theorem fluctDet_eq (u : ℝ) {N : ℕ} (hN : 1 ≤ N) :
    fluctDet u N = 4 * sinh (phase u N) ^ 2 := by
  obtain ⟨θ, hθ⟩ : ∃ θ, θ = arsinh (u / (2 * N)) := ⟨_, rfl⟩
  have hs : sinh θ = u / (2 * N) := by rw [hθ, Real.sinh_arsinh]
  have e1 : 4 * sinh (N * θ) ^ 2 = (exp θ ^ N - exp (-θ) ^ N) ^ 2 := by
    rw [sinh_eq, ← exp_nat_mul, ← exp_nat_mul, mul_neg]; ring
  have hm : exp θ * exp (-θ) = 1 := by rw [← exp_add]; simp
  have hu : u / N = exp θ - exp (-θ) := by
    have h1 := sinh_eq θ
    have h2 : u / (2 * N) = u / N / 2 := by ring
    linarith
  unfold fluctDet phase
  rw [← hθ, e1, ← prod_roots _ _ hN]
  refine Finset.prod_congr rfl fun k _ => ?_
  have hc : cos (2 * π * k / N) = 1 - 2 * sin (π * k / N) ^ 2 := by
    rw [show 2 * π * (k : ℝ) / N = 2 * (π * k / N) by ring, cos_two_mul, cos_sq']; ring
  rw [hc, hu]
  linear_combination (-4 * sin (π * k / N) ^ 2) * hm
```

The theorem holds for every real $u$ and every $N\ge1$; both sides are even in $u$. At $N=1$ it reads $u^2 = 4\sinh^2\operatorname{arsinh}(u/2)$, and for $u>0$ the value $Z_1 = 1/u$ is the classical partition function. In the proof `hm` is $ab=1$, `hu` is $a-b = u/N$, `e1` rewrites the right-hand side as $(a^N-b^N)^2$, and the closing `linear_combination` compares the factors one $k$ at a time. The whole dependence of $D_N$ on the bead number now sits in $\varphi_N$.

## The phase deficit at fixed bead number

For $u \ge 0$ put $x = u/2N \ge 0$, so that $u/2 = Nx$ and $N^2(u/2-\varphi_N) = N^3(x - \operatorname{arsinh}x)$. The Taylor bounds place $x - \operatorname{arsinh}x$ between $x^3/6 - 3x^5/40$ and $x^3/6$. Since $N^3x^3/6 = u^3/48$ and $3N^3x^5/40 = 3u^5/(1280N^2)$,

$$\frac{u^3}{48} - \frac{3u^5}{1280N^2} \;\le\; N^2\Big(\frac u2-\varphi_N\Big) \;\le\; \frac{u^3}{48}.$$

```lean
/-- For `u ≥ 0` and `N ≥ 1`, the scaled phase deficit `N² (u/2 - φ_N)` lies between
`u³/48 - 3u⁵/(1280 N²)` and `u³/48`. -/
theorem phase_error_bounds {u : ℝ} (hu : 0 ≤ u) {N : ℕ} (hN : 1 ≤ N) :
    u ^ 3 / 48 - 3 * u ^ 5 / (1280 * (N : ℝ) ^ 2) ≤ (N : ℝ) ^ 2 * (u / 2 - phase u N) ∧
      (N : ℝ) ^ 2 * (u / 2 - phase u N) ≤ u ^ 3 / 48 := by
  have hn : (0 : ℝ) < N := Nat.cast_pos.2 hN
  have hn0 : (N : ℝ) ≠ 0 := hn.ne'
  obtain ⟨x, hx⟩ : ∃ x, x = u / (2 * N) := ⟨_, rfl⟩
  have hx0 : 0 ≤ x := by rw [hx]; exact div_nonneg hu (by linarith)
  have hux : u = 2 * N * x := by rw [hx]; field_simp
  have e : 3 * u ^ 5 / (1280 * (N : ℝ) ^ 2) = (N : ℝ) ^ 3 * (3 * x ^ 5 / 40) := by
    rw [div_eq_iff (mul_ne_zero (by norm_num) (pow_ne_zero 2 hn0)), hux]; ring
  obtain ⟨h1, h2⟩ := arsinh_bounds hx0
  unfold phase
  rw [← hx, e, hux]
  constructor
  · nlinarith [mul_le_mul_of_nonneg_left h2 (pow_pos hn 3).le]
  · nlinarith [mul_le_mul_of_nonneg_left h1 (pow_pos hn 3).le]
```

These bounds hold at each $N \ge 1$ and not only asymptotically. The lower one can be written $\frac{u^3}{48}\big(1 - \frac{9u^2}{80N^2}\big)$, so the bracket is narrow once $N$ is large compared with $u$. The proof substitutes $u = 2Nx$ (`hux`) and multiplies each inequality of `arsinh_bounds` by $N^3$. The sign condition on $u$ is inherited from the condition $x\ge0$ there.

## The limit $u^3/48$

As $N\to\infty$ at fixed $u\ge0$ the lower bound tends to $u^3/48$, the upper bound is constant, and therefore

$$N^2\Big(\frac u2 - N\operatorname{arsinh}\frac{u}{2N}\Big)\;\to\;\frac{u^3}{48}.$$

```lean
/-- Inverse-square convergence in bead number, for `u ≥ 0`: `N² (u/2 - N arsinh(u/2N))` tends to
`u³/48`. -/
theorem phase_rate {u : ℝ} (hu : 0 ≤ u) :
    Tendsto (fun N : ℕ => (N : ℝ) ^ 2 * (u / 2 - phase u N)) atTop (𝓝 (u ^ 3 / 48)) := by
  have hinv : Tendsto (fun N : ℕ => ((N : ℝ) ^ 2)⁻¹) atTop (𝓝 0) :=
    tendsto_inv_atTop_zero.comp
      ((tendsto_pow_atTop two_ne_zero).comp (tendsto_natCast_atTop_atTop (R := ℝ)))
  have low := (hinv.const_mul (3 * u ^ 5 / 1280)).const_sub (u ^ 3 / 48)
  rw [mul_zero, sub_zero] at low
  refine tendsto_of_tendsto_of_tendsto_of_le_of_le' low tendsto_const_nhds ?_ ?_
  · filter_upwards [eventually_ge_atTop 1] with N hN
    have h := (phase_error_bounds hu hN).1
    have e : 3 * u ^ 5 / (1280 * (N : ℝ) ^ 2) = 3 * u ^ 5 / 1280 * ((N : ℝ) ^ 2)⁻¹ := by ring
    rwa [e] at h
  · filter_upwards [eventually_ge_atTop 1] with N hN
    exact (phase_error_bounds hu hN).2
```

`Tendsto … atTop (𝓝 …)` is convergence of a sequence indexed by the natural number $N$; temperature and frequency are held fixed. The proof shows $1/N^2\to0$ (`hinv`), obtains the limit of the lower bound (`low`), and applies the squeeze lemma with bounds that are needed only from $N=1$ on. For $u>0$ the constant is non-zero, so the phase error is of order $N^{-2}$ exactly. Since $\operatorname{arsinh}x < x$ for $x>0$, $\varphi_N$ then lies below $u/2$ at every $N\ge1$.

## From the phase to any differentiable function of it

Let $f$ be a real function with derivative $f'$ at the point $u/2$, and let $\sigma(y)$ be the difference quotient $(f(y)-f(u/2))/(y-u/2)$, extended by $\sigma(u/2) = f'$. Differentiability at $u/2$ means that $\sigma$ is continuous there. Multiplying the previous limit by $1/N^2$ gives $\varphi_N\to u/2$, so $\sigma(\varphi_N)\to f'$, and

$$N^2\big(f(\varphi_N)-f(u/2)\big) = -N^2\Big(\frac u2-\varphi_N\Big)\,\sigma(\varphi_N)\;\to\;-\frac{u^3}{48}\,f' .$$

```lean
/-- For `u ≥ 0` and any function `f` of the phase with derivative `f'` at `u/2`, the scaled error
`N² (f(φ_N) - f(u/2))` tends to `-(u³/48) f'`. -/
theorem rate_transfer {u f' : ℝ} {f : ℝ → ℝ} (hu : 0 ≤ u) (hf : HasDerivAt f f' (u / 2)) :
    Tendsto (fun N : ℕ => (N : ℝ) ^ 2 * (f (phase u N) - f (u / 2))) atTop
      (𝓝 (-(u ^ 3 / 48 * f'))) := by
  have hinv : Tendsto (fun N : ℕ => ((N : ℝ) ^ 2)⁻¹) atTop (𝓝 0) :=
    tendsto_inv_atTop_zero.comp
      ((tendsto_pow_atTop two_ne_zero).comp (tendsto_natCast_atTop_atTop (R := ℝ)))
  have hphase : Tendsto (phase u) atTop (𝓝 (u / 2)) := by
    have h := ((phase_rate hu).mul hinv).const_sub (u / 2)
    rw [mul_zero, sub_zero] at h
    refine h.congr' ?_
    filter_upwards [eventually_ge_atTop 1] with N hN
    have hn : (0 : ℝ) < N := Nat.cast_pos.2 hN
    rw [mul_right_comm, mul_inv_cancel₀ (pow_ne_zero 2 hn.ne')]; ring
  -- the difference quotient of f along φ_N tends to f'
  have hd : Tendsto (fun N : ℕ => dslope f (u / 2) (phase u N)) atTop (𝓝 f') := by
    have h := (continuousAt_dslope_same.2 hf.differentiableAt).tendsto.comp hphase
    rw [dslope_same, hf.deriv] at h
    exact h
  refine ((phase_rate hu).mul hd).neg.congr fun N => ?_
  rw [← sub_smul_dslope f (u / 2) (phase u N), smul_eq_mul]; ring
```

In Lean `f'` is a number, the derivative at the single point $u/2$, and nothing further is asked of $f$. The function $\sigma$ is `dslope f (u / 2)`. Its defined value at the base point lets the argument cover $u=0$, where $\varphi_N$ equals $u/2$ for every $N$. The steps `hphase` and `hd` are the two auxiliary limits, and `sub_smul_dslope` is the displayed identity.

## The rate for the determinant

Take $f(y) = 4\sinh^2y$, so that $f(\varphi_N) = D_N$. Its derivative is $8\sinh y\cosh y = 4\sinh 2y$, which equals $4\sinh u$ at $y=u/2$. For $u\ge0$,

$$N^2\big(D_N - 4\sinh^2(u/2)\big)\;\to\;-\frac{u^3}{48}\cdot4\sinh u = -\frac{u^3\sinh u}{12}.$$

```lean
/-- For `u ≥ 0` the normal-mode product satisfies `N² (D_N - 4 sinh²(u/2)) → -u³ sinh(u)/12`. -/
theorem fluctDet_rate {u : ℝ} (hu : 0 ≤ u) :
    Tendsto (fun N : ℕ => (N : ℝ) ^ 2 * (fluctDet u N - 4 * sinh (u / 2) ^ 2)) atTop
      (𝓝 (-(u ^ 3 * sinh u / 12))) := by
  have h2 : sinh u = 2 * sinh (u / 2) * cosh (u / 2) := by
    rw [← sinh_two_mul]; congr 1; ring
  have hf : HasDerivAt (fun y => 4 * sinh y ^ 2) (4 * sinh u) (u / 2) := by
    simp only [pow_two]
    exact (((hasDerivAt_sinh (u / 2)).fun_mul (hasDerivAt_sinh (u / 2))).const_mul
      4).congr_deriv (by rw [h2]; ring)
  rw [show u ^ 3 * sinh u / 12 = u ^ 3 / 48 * (4 * sinh u) by ring]
  refine (rate_transfer hu hf).congr' ?_
  filter_upwards [eventually_ge_atTop 1] with N hN
  rw [fluctDet_eq u hN]
```

The product rule and the double-angle formula `h2` give `hf`; `fluctDet_eq` then replaces $D_N$ by $f(\varphi_N)$ for $N\ge1$.

## The rate for the partition function

For $u>0$ the phase is non-negative, so $\sqrt{D_N} = 2\sinh\varphi_N$ and $Z_N = f(\varphi_N)$ with $f(y) = 1/(2\sinh y)$. The derivative at $u/2$ is $-2\cosh(u/2)/(2\sinh(u/2))^2 = -\cosh(u/2)/(2\sinh^2(u/2))$, and

$$N^2\Big(Z_N - \frac{1}{2\sinh(u/2)}\Big)\;\to\;\frac{u^3\cosh(u/2)}{96\sinh^2(u/2)}.$$

```lean
/-- For `u > 0` the `N`-bead partition function satisfies
`N² (Z_N - 1/(2 sinh(u/2))) → u³ cosh(u/2) / (96 sinh²(u/2))`. -/
theorem beadZ_rate {u : ℝ} (hu : 0 < u) :
    Tendsto (fun N : ℕ => (N : ℝ) ^ 2 * (beadZ u N - (2 * sinh (u / 2))⁻¹)) atTop
      (𝓝 (u ^ 3 * cosh (u / 2) / (96 * sinh (u / 2) ^ 2))) := by
  have hs : 0 < sinh (u / 2) := Real.sinh_pos_iff.2 (by linarith)
  have hf : HasDerivAt (fun y => (2 * sinh y)⁻¹)
      (-(2 * cosh (u / 2)) / (2 * sinh (u / 2)) ^ 2) (u / 2) :=
    ((hasDerivAt_sinh (u / 2)).const_mul 2).inv (mul_pos two_pos hs).ne'
  rw [show u ^ 3 * cosh (u / 2) / (96 * sinh (u / 2) ^ 2)
    = -(u ^ 3 / 48 * (-(2 * cosh (u / 2)) / (2 * sinh (u / 2)) ^ 2)) by ring]
  refine (rate_transfer hu.le hf).congr' ?_
  filter_upwards [eventually_ge_atTop 1] with N hN
  have hp : 0 ≤ sinh (phase u N) := Real.sinh_nonneg_iff.2
    (mul_nonneg (Nat.cast_nonneg N) (Real.arsinh_nonneg_iff.2 (by positivity)))
  rw [beadZ, fluctDet_eq u hN,
    show 4 * sinh (phase u N) ^ 2 = (2 * sinh (phase u N)) ^ 2 by ring,
    Real.sqrt_sq (mul_nonneg zero_le_two hp)]

end

end RingPolymerRate
```

```lean
#print axioms RingPolymerRate.phase_rate
#print axioms RingPolymerRate.fluctDet_rate
#print axioms RingPolymerRate.beadZ_rate
```

```
'RingPolymerRate.phase_rate' depends on axioms: [propext, Classical.choice, Quot.sound]
'RingPolymerRate.fluctDet_rate' depends on axioms: [propext, Classical.choice, Quot.sound]
'RingPolymerRate.beadZ_rate' depends on axioms: [propext, Classical.choice, Quot.sound]
```

The hypothesis is strict here because $u=0$ is the free particle, whose centroid factor vanishes: $D_N = 0$, the physical $Z_N$ diverges, and Lean's inverse of zero would return $0$. In the proof `hs` makes $f$ differentiable at $u/2$, and `hp` fixes the sign that `Real.sqrt_sq` needs. Since $0<\varphi_N<u/2$, $Z_N$ exceeds the exact value at every $N\ge1$, in agreement with the positive limit.

## The free energy of the mode

The choice $f(y) = \ln(2\sinh y)$ has derivative $\coth(u/2)$ at $u/2$ when $u>0$, and $f(\varphi_N) = -\ln Z_N = \beta F_N$, with $F_N$ the $N$-bead free energy. Writing $F$ for the exact free energy, $\beta F = \ln(2\sinh(u/2))$, the form of `rate_transfer` yields

$$N^2\,\beta\,(F_N - F)\;\to\;-\frac{u^3}{48}\coth\frac u2 ,$$

an instance that is not stated as a separate theorem here. The constant agrees up to sign with the limit for $Z_N$ divided by $1/(2\sinh(u/2))$, as a relative error should.

## Bearing on ring-polymer instanton rates

A ring-polymer instanton rate contains the fluctuation determinant about the instanton and the reactant partition function. For a harmonic reactant each vibrational mode contributes a factor $Z_N$ to the reactant partition function, which stands in the denominator of the rate. A separable mode whose frequency is constant along the tunnelling path and equal to its value in the reactant contributes the same factor $Z_N$ to the instanton term as to the reactant, so at equal $N$ and $\beta$ it cancels from the rate. The theorems give the $N^{-2}$ error, with its coefficient, of a single harmonic factor $Z_N$ on equally spaced beads, and not that of the rate. They do not treat the discretised action, the zero mode and the negative mode of the instanton, a Hessian that varies from bead to bead, or an imaginary barrier frequency, since $u$ is real throughout. The convergence of a full instanton rate is not among the statements.
